# The harmonic oscillator's quantum partition function lies below its classical one, and its thermal energy exceeds the classical value by less than Wigner's leading correction

Energies are measured from the bottom of the well, so the quantum levels include the zero-point energy. The quantum partition function is defined here as the Boltzmann sum over the oscillator's levels, and the classical one as an integral over phase space divided by Planck's constant. Their closed forms are then theorems, and the comparison is between the two physical quantities themselves. The levels are an input: they are taken from the solved Schrödinger equation and not derived from a Hamiltonian operator.

```lean
import Mathlib

open MeasureTheory

namespace QuantumClassicalOscillator

noncomputable section
```

## Levels, averages and the phase-space cell

Let $w$ be the angular frequency and $b = 1/(k_B T)$ the inverse temperature, in units with $\hbar = 1$. The levels, measured from the bottom of the well, are $E_n = w(n + \tfrac12)$ for $n = 0, 1, 2, \dots$

```lean
/-- Energy levels of the harmonic oscillator of frequency `w`, in units with `ħ = 1`. -/
def level (w : ℝ) (n : ℕ) : ℝ := w * (n + 1 / 2)
```

The quantum partition function is $Z = \sum_n e^{-bE_n}$. Lean assigns the value 0 to a divergent `∑'`, so the evaluation of $Z$ below includes a proof of convergence.

```lean
/-- Quantum partition function at inverse temperature `b`: the sum of the Boltzmann factors
of all levels, for `b * w > 0`. -/
def partitionFn (b w : ℝ) : ℝ := ∑' n : ℕ, Real.exp (-b * level w n)
```

The mean energy is $U = Z^{-1}\sum_n E_n e^{-bE_n}$, which includes the zero-point energy.

```lean
/-- Thermal mean energy: the Boltzmann-weighted average of the levels, for `b * w > 0`. -/
def meanEnergy (b w : ℝ) : ℝ :=
  (∑' n : ℕ, level w n * Real.exp (-b * level w n)) / partitionFn b w
```

For a classical oscillator of mass $m$, with momentum $p$ and position $q$,
$$Z_{\rm cl} = \frac{1}{2\pi}\int\!\!\int e^{-b\left(p^2/2m + m w^2 q^2/2\right)}\,dq\,dp .$$
The divisor $2\pi$ is Planck's constant when $\hbar = 1$. It stands for the phase-space area that corresponds to one quantum state, and it gives the two partition functions a common scale.

```lean
/-- Classical partition function of an oscillator of mass `m`: the phase-space integral of the
Boltzmann factor in units of `2π` (Planck's constant for `ħ = 1`), for positive `m`, `b`, `w`. -/
def classicalPartitionFn (m b w : ℝ) : ℝ :=
  (∫ p : ℝ, ∫ q : ℝ, Real.exp (-b * (p ^ 2 / (2 * m) + m * w ^ 2 * q ^ 2 / 2))) / (2 * Real.pi)
```

## Summing the quantum series

Write $x = bw$ and $y = x/2$. Each Boltzmann factor is $e^{-x(n+1/2)} = e^{-y}\,(e^{-2y})^n$, a geometric sequence with ratio $r = e^{-2y}$.

```lean
/-- The Boltzmann factors of the levels form a geometric sequence. -/
theorem boltzmann_factor (b w : ℝ) (n : ℕ) : Real.exp (-b * level w n)
    = Real.exp (-(b * w / 2)) * (Real.exp (-(b * w / 2)) ^ 2) ^ n := by
  rw [← pow_mul, ← Real.exp_nat_mul, ← Real.exp_add]
  congr 1
  unfold level
  push_cast
  ring
```

The denominator of the geometric sum is rewritten with $2\sinh y\; e^{-y} = (e^{y} - e^{-y})\,e^{-y} = 1 - e^{-2y}$.

```lean
/-- One minus the square of `exp (-y)` is `2 sinh y exp (-y)`. -/
theorem one_sub_exp_sq (y : ℝ) :
    1 - Real.exp (-y) ^ 2 = 2 * Real.sinh y * Real.exp (-y) := by
  have h : Real.exp y * Real.exp (-y) = 1 := by
    rw [← Real.exp_add, add_neg_cancel, Real.exp_zero]
  rw [Real.sinh_eq]
  linear_combination -h
```

For $x > 0$ the ratio $r$ is below one, and therefore
$$Z = \frac{e^{-y}}{1 - r} = \frac{e^{-y}}{2\sinh y\; e^{-y}} = \frac{1}{2\sinh(x/2)} .$$
In the proof, `hr` is the statement $r < 1$ and `hg` is the convergent geometric series.

```lean
/-- The quantum partition function is `1 / (2 sinh (b w / 2))`. -/
theorem partitionFn_eq {b w : ℝ} (h : 0 < b * w) :
    partitionFn b w = 1 / (2 * Real.sinh (b * w / 2)) := by
  have hs : 0 < Real.sinh (b * w / 2) := Real.sinh_pos_iff.2 (by linarith)
  have hE := Real.exp_pos (-(b * w / 2))
  have hr : Real.exp (-(b * w / 2)) ^ 2 < 1 := by
    linarith [mul_pos hs hE, one_sub_exp_sq (b * w / 2)]
  have hg := (hasSum_geometric_of_lt_one (sq_nonneg _) hr).mul_left (Real.exp (-(b * w / 2)))
  unfold partitionFn
  simp_rw [boltzmann_factor]
  rw [hg.tsum_eq, one_sub_exp_sq]
  generalize Real.exp (-(b * w / 2)) = E at hE ⊢
  generalize Real.sinh (b * w / 2) = s at hs ⊢
  field_simp
```

The numerator of $U$ also needs $\sum_n n r^n = r/(1-r)^2$:
$$\sum_n E_n e^{-bE_n} = w e^{-y}\left(\frac{r}{(1-r)^2} + \frac{1}{2(1-r)}\right).$$
Dividing by $Z = e^{-y}/(1-r)$ gives $U = w\left(\frac{r}{1-r} + \frac12\right)$. Since $\frac{r}{1-r} = \frac{e^{-y}}{2\sinh y}$ and $\cosh y = \sinh y + e^{-y}$,
$$bU = y\,\frac{e^{-y} + \sinh y}{\sinh y} = \frac{y\cosh y}{\sinh y} .$$
In Lean, `hterm` splits the summand, `hsum` adds the two series, and `hc` is the relation between $\cosh$ and $\sinh$.

```lean
/-- The mean energy in units of the temperature is `(b w / 2) coth (b w / 2)`. -/
theorem meanEnergy_eq {b w : ℝ} (h : 0 < b * w) :
    b * meanEnergy b w = b * w / 2 * Real.cosh (b * w / 2) / Real.sinh (b * w / 2) := by
  have hs : 0 < Real.sinh (b * w / 2) := Real.sinh_pos_iff.2 (by linarith)
  have hE := Real.exp_pos (-(b * w / 2))
  have hr : Real.exp (-(b * w / 2)) ^ 2 < 1 := by
    linarith [mul_pos hs hE, one_sub_exp_sq (b * w / 2)]
  have hg := hasSum_geometric_of_lt_one (sq_nonneg _) hr
  have hn := hasSum_coe_mul_geometric_of_norm_lt_one (r := Real.exp (-(b * w / 2)) ^ 2)
    (by rwa [Real.norm_of_nonneg (sq_nonneg _)])
  have hterm : (fun n : ℕ => level w n * Real.exp (-b * level w n)) = fun n : ℕ =>
      w * Real.exp (-(b * w / 2)) * (n * (Real.exp (-(b * w / 2)) ^ 2) ^ n
        + 1 / 2 * (Real.exp (-(b * w / 2)) ^ 2) ^ n) := by
    funext n
    rw [boltzmann_factor]
    unfold level
    ring
  have hsum := (hn.add (hg.mul_left (1 / 2))).mul_left (w * Real.exp (-(b * w / 2)))
  have hc : Real.cosh (b * w / 2) = Real.sinh (b * w / 2) + Real.exp (-(b * w / 2)) := by
    linarith [Real.cosh_sub_sinh (b * w / 2)]
  rw [meanEnergy, partitionFn_eq h, hterm, hsum.tsum_eq, one_sub_exp_sq, hc]
  generalize Real.exp (-(b * w / 2)) = E at hE ⊢
  generalize Real.sinh (b * w / 2) = s at hs ⊢
  field_simp
  ring
```

## Two Gaussians for the classical oscillator

The classical Boltzmann factor is a product of a Gaussian in $p$ and one in $q$, so
$$Z_{\rm cl} = \frac{1}{2\pi}\sqrt{\frac{2\pi m}{b}}\sqrt{\frac{2\pi}{b m w^2}} = \frac{1}{bw} = \frac1x .$$
The mass cancels, so $Z_{\rm cl}$, like $Z$, depends on $b$ and $w$ alone. The factorisation is `hsplit`, and `hprod` multiplies the two arguments of the square roots.

```lean
/-- The classical partition function is `1 / (b w)`, whatever the mass. -/
theorem classicalPartitionFn_eq {m b w : ℝ} (hm : 0 < m) (hb : 0 < b) (hw : 0 < w) :
    classicalPartitionFn m b w = 1 / (b * w) := by
  -- the Boltzmann factor splits into a momentum and a position Gaussian
  have hsplit : ∀ p q : ℝ, Real.exp (-b * (p ^ 2 / (2 * m) + m * w ^ 2 * q ^ 2 / 2))
      = Real.exp (-(b / (2 * m)) * p ^ 2) * Real.exp (-(b * m * w ^ 2 / 2) * q ^ 2) := by
    intro p q
    rw [← Real.exp_add]
    congr 1
    ring
  have hprod : Real.pi / (b / (2 * m)) * (Real.pi / (b * m * w ^ 2 / 2))
      = (2 * Real.pi / (b * w)) ^ 2 := by
    field_simp
  unfold classicalPartitionFn
  simp_rw [hsplit, integral_const_mul, integral_mul_const, integral_gaussian]
  rw [← Real.sqrt_mul (by positivity), hprod, Real.sqrt_sq (by positivity)]
  field_simp
```

## Inequalities from positive slopes

Most of the bounds below rest on one observation. If $f$ is differentiable on the real line, $f(0) = 0$ and $f'(z) > 0$ for all $z > 0$, then for $y > 0$ the mean value theorem gives $f(y) = f'(c)\,y > 0$ with some $c$ between $0$ and $y$.

```lean
/-- A differentiable function on the real line that vanishes at zero and has positive slope at all
positive arguments is positive at all positive arguments. -/
theorem pos_of_slope_pos {f f' : ℝ → ℝ} (h0 : f 0 = 0) (hd : ∀ y, HasDerivAt f (f' y) y)
    (hp : ∀ y, 0 < y → 0 < f' y) {y : ℝ} (hy : 0 < y) : 0 < f y := by
  obtain ⟨c, hc, h⟩ := exists_hasDerivAt_eq_slope f f' hy
    (fun z _ => (hd z).continuousAt.continuousWithinAt) (fun z _ => hd z)
  rw [eq_div_iff (by simpa using hy.ne'), h0] at h
  have := mul_pos (hp c hc.1) hy
  linarith
```

The first use is $f(y) = y\cosh y - \sinh y$. It vanishes at $0$ and has $f'(y) = y\sinh y > 0$, hence $\sinh y < y\cosh y$.

```lean
/-- For positive `y`, `y coth y` exceeds one, written without division. -/
theorem sinh_lt_mul_cosh {y : ℝ} (hy : 0 < y) : Real.sinh y < y * Real.cosh y := by
  have h := pos_of_slope_pos (f := fun y => y * Real.cosh y - Real.sinh y)
    (f' := fun y => y * Real.sinh y) (by simp)
    (fun y => (((hasDerivAt_id' y).fun_mul (Real.hasDerivAt_cosh y)).fun_sub
      (Real.hasDerivAt_sinh y)).congr_deriv (by ring))
    (fun y hy => mul_pos hy (Real.sinh_pos_iff.2 hy)) hy
  exact sub_pos.1 h
```

## The quantum oscillator against the classical one

Three further comparisons are needed for $y > 0$.

- The function $\sinh y - y$ has slope $\cosh y - 1 > 0$. Hence $2\sinh(x/2) > x$, which is $Z < Z_{\rm cl}$.
- The inequality $\sinh y < y\cosh y$ gives $bU > 1$, and $\sinh y < \cosh y$ gives $bU > y = x/2$.
- The function $(1 + y^2/3)\sinh y - y\cosh y$ has slope
$$\tfrac{2y}{3}\sinh y + \left(1 + \tfrac{y^2}{3}\right)\cosh y - \cosh y - y\sinh y = \tfrac{y}{3}\,(y\cosh y - \sinh y) > 0 .$$
Hence $bU < 1 + y^2/3 = 1 + x^2/12$.

The theorem says that for all positive $m$, $b$ and $w$,
$$Z < Z_{\rm cl}, \qquad \max(1, x/2) < bU < 1 + \frac{x^2}{12} .$$
The value $1$ is classical equipartition and $x/2$ is the zero-point energy in units of $k_BT$. The term $x^2/12$ is the leading quantum correction of Wigner's expansion, evaluated for a harmonic potential; other potentials are not treated. In Lean, `hlt` and `hup` are the first and third comparisons, and `lt_div_iff₀` and `div_lt_iff₀` clear the denominator $\sinh y$.

```lean
/-- Quantum versus classical oscillator: the quantum partition function is below the classical
one, and `b U` lies above both `1` and `b w / 2` and below `1 + (b w)² / 12`. -/
theorem quantum_versus_classical {m b w : ℝ} (hm : 0 < m) (hb : 0 < b) (hw : 0 < w) :
    partitionFn b w < classicalPartitionFn m b w ∧
    max 1 (b * w / 2) < b * meanEnergy b w ∧
    b * meanEnergy b w < 1 + (b * w) ^ 2 / 12 := by
  have hx : 0 < b * w := mul_pos hb hw
  have hy : 0 < b * w / 2 := by positivity
  have hs : 0 < Real.sinh (b * w / 2) := Real.sinh_pos_iff.2 hy
  have hlt : b * w / 2 < Real.sinh (b * w / 2) := sub_pos.1 <|
    pos_of_slope_pos (f := fun y => Real.sinh y - y) (f' := fun y => Real.cosh y - 1) (by simp)
      (fun y => (Real.hasDerivAt_sinh y).fun_sub (hasDerivAt_id' y))
      (fun y hy => sub_pos.2 (Real.one_lt_cosh.2 hy.ne')) hy
  -- `hq` is a derivative needed for `hup`, the Wigner bound multiplied by `sinh y`
  have hq : ∀ y : ℝ, HasDerivAt (fun y : ℝ => 1 + y ^ 2 / 3) (2 * y / 3) y := fun y =>
    (((hasDerivAt_pow 2 y).div_const 3).const_add 1).congr_deriv (by norm_num)
  have hup := sub_pos.1 <| pos_of_slope_pos
    (f := fun y => (1 + y ^ 2 / 3) * Real.sinh y - y * Real.cosh y)
    (f' := fun y => y / 3 * (y * Real.cosh y - Real.sinh y)) (by simp)
    (fun y => (((hq y).fun_mul (Real.hasDerivAt_sinh y)).fun_sub
      ((hasDerivAt_id' y).fun_mul (Real.hasDerivAt_cosh y))).congr_deriv (by ring))
    (fun y hy => mul_pos (by positivity) (sub_pos.2 (sinh_lt_mul_cosh hy))) hy
  rw [partitionFn_eq hx, classicalPartitionFn_eq hm hb hw, meanEnergy_eq hx]
  refine ⟨one_div_lt_one_div_of_lt hx (by linarith), max_lt ?_ ?_, ?_⟩
  · rw [lt_div_iff₀ hs, one_mul]
    exact sinh_lt_mul_cosh hy
  · rw [lt_div_iff₀ hs]
    exact mul_lt_mul_of_pos_left (Real.sinh_lt_cosh _) hy
  · rw [div_lt_iff₀ hs]
    linarith
```

For a single harmonic mode, then, classical sampling underestimates the mean energy, by less than $k_BT\,x^2/12$.

The same argument gives a neighbouring bound on $Z$. The upper bound on $bU$ reads $\coth y - 1/y < y/3$, and the left side is the slope of $\ln(\sinh y/y)$, which tends to $0$ as $y \to 0$. Integrating from $0$ gives $\sinh y < y\,e^{y^2/6}$, that is $Z > e^{-x^2/24}/x$. This companion estimate rests on the derivation just given and has no theorem in the Lean code.

## A lower bound that also starts with $x^2/12$

The energy can be bounded from below by
$$bU > 1 + \frac{x^2}{12 + x^2} = \frac{3 + 2y^2}{3 + y^2} .$$
After multiplication by the denominators, this is positivity of $(3y + y^3)\cosh y - (3 + 2y^2)\sinh y$. That function vanishes at $0$, and its slope is
$$y^2\cosh y + (y^3 - y)\sinh y = y\,(y\cosh y - \sinh y) + y^3\sinh y > 0 .$$
The derivatives of the two polynomials are `hp` and `hq`.

```lean
/-- A lower bound on the mean energy: `b U` exceeds `1 + (b w)² / (12 + (b w)²)`. -/
theorem lt_meanEnergy {b w : ℝ} (hx : 0 < b * w) :
    1 + (b * w) ^ 2 / (12 + (b * w) ^ 2) < b * meanEnergy b w := by
  have hy : 0 < b * w / 2 := by positivity
  have hs : 0 < Real.sinh (b * w / 2) := Real.sinh_pos_iff.2 hy
  have hp : ∀ y : ℝ, HasDerivAt (fun y : ℝ => 3 * y + y ^ 3) (3 + 3 * y ^ 2) y := fun y =>
    (((hasDerivAt_id' y).const_mul 3).fun_add (hasDerivAt_pow 3 y)).congr_deriv (by norm_num)
  have hq : ∀ y : ℝ, HasDerivAt (fun y : ℝ => 3 + 2 * y ^ 2) (4 * y) y := fun y =>
    (((hasDerivAt_pow 2 y).const_mul 2).const_add 3).congr_deriv (by norm_num; ring)
  have h := sub_pos.1 <| pos_of_slope_pos
    (f := fun y => (3 * y + y ^ 3) * Real.cosh y - (3 + 2 * y ^ 2) * Real.sinh y)
    (f' := fun y => y * (y * Real.cosh y - Real.sinh y) + y ^ 3 * Real.sinh y) (by simp)
    (fun y => (((hp y).fun_mul (Real.hasDerivAt_cosh y)).fun_sub
      ((hq y).fun_mul (Real.hasDerivAt_sinh y))).congr_deriv (by ring))
    (fun y hy => add_pos (mul_pos hy (sub_pos.2 (sinh_lt_mul_cosh hy)))
      (mul_pos (by positivity) (Real.sinh_pos_iff.2 hy))) hy
  rw [meanEnergy_eq hx, one_add_div (by positivity), div_lt_div_iff₀ (by positivity) hs]
  linarith
```

In a program that computes harmonic vibrational energies, the same quantity is conveniently written as $bU = x/2 + x/(e^x - 1)$, with $x = \hbar\omega/(k_BT)$ for a mode of angular frequency $\omega$ once the units are restored. At small $x$ the difference $e^x - 1$ loses digits, and a library function such as `expm1` avoids this. Up to rounding, the result should lie between the two bounds. At $x = 1$ they are about $1.0769$ and $1.0833$, and the value is about $1.0820$.

## No smaller coefficient than 1/12

Suppose that $bU \le 1 + c x^2$ holds for all positive $b$ and $w$, with one fixed real number $c$. Then $c \ge 1/12$. To see this, assume $c < 1/12$ and choose $x^2 = t = 12(1 - 12c) > 0$. The lower bound and the assumed upper bound together give $t/(12 + t) < ct$, hence $1 < c(12 + t)$. But
$$c(12 + t) = 24c - 144c^2 = 1 - (1 - 12c)^2 \le 1 ,$$
a contradiction.

The hypothesis `h` is the assumed bound at all temperatures and frequencies. The proof uses it only at $b = \sqrt t$, $w = 1$, where `h1` and `h2` are the two competing bounds and `h4` supplies the square.

```lean
/-- If `b U` is at most `1 + c (b w)²` for all temperatures and frequencies, then `c` is at
least `1 / 12`. -/
theorem wigner_coefficient_sharp {c : ℝ}
    (h : ∀ b w : ℝ, 0 < b → 0 < w → b * meanEnergy b w ≤ 1 + c * (b * w) ^ 2) :
    1 / 12 ≤ c := by
  by_contra hc
  -- test the bound at `(b w)² = 12 (1 - 12 c)`
  obtain ⟨t, ht⟩ : ∃ t, t = 12 * (1 - 12 * c) := ⟨_, rfl⟩
  have ht0 : 0 < t := by linarith [not_le.1 hc]
  have hb := Real.sqrt_pos.2 ht0
  have h1 := h _ 1 hb one_pos
  have h2 := lt_meanEnergy (b := Real.sqrt t) (w := 1) (by simpa using hb)
  rw [mul_one, Real.sq_sqrt ht0.le] at h1 h2
  have h3 : t / (12 + t) < c * t := by linarith
  rw [div_lt_iff₀ (by linarith)] at h3
  have h4 := mul_nonneg ht0.le (sq_nonneg (1 - 12 * c))
  subst ht
  linarith

end

end QuantumClassicalOscillator
```

```lean
#print axioms QuantumClassicalOscillator.quantum_versus_classical
#print axioms QuantumClassicalOscillator.wigner_coefficient_sharp
```

```
'QuantumClassicalOscillator.quantum_versus_classical' depends on axioms: [propext, Classical.choice, Quot.sound]
'QuantumClassicalOscillator.wigner_coefficient_sharp' depends on axioms: [propext, Classical.choice, Quot.sound]
```
